# The T² term of the Sommerfeld expansion for functions with bounded second derivative

Average $H(\varepsilon)=\varepsilon^2$ over energies $\varepsilon=\mu+Tx$, with an even weight $w(x)$ of total one and finite second moment:

$$\int(\mu+Tx)^2w\,dx=\mu^2+2\mu T\int xw\,dx+T^2\int x^2w\,dx.$$

The linear term vanishes by parity, so the shift is $T^2$ times the second moment of $w$. The problems extend this to other $H$, with $w$ the thermal window of the Fermi function.

```lean
import Mathlib

open MeasureTheory Filter Set Topology

namespace SommerfeldExpansion

noncomputable section
```

Here $\mu$ is the chemical potential, held fixed, and $T$ is in energy units ($k_B=1$). The Fermi function is $f(x)=1/(e^x+1)$, `fermi`.

```lean
/-- The Fermi function of the reduced energy `x = (ε - μ) / T`. -/
def fermi (x : ℝ) : ℝ := (Real.exp x + 1)⁻¹
```

The window is $w(x)=e^x/(e^x+1)^2$.

```lean
/-- The thermal window `exp x / (exp x + 1)^2`. -/
def window (x : ℝ) : ℝ := Real.exp x / (Real.exp x + 1) ^ 2
```

The average is $A(T)=\int H(\mu+Tx)\,w(x)\,dx$, with $x$ over the whole real line.

```lean
/-- The average of `H` over the thermal window of width `T` around `μ`. -/
def thermalAverage (H : ℝ → ℝ) (μ T : ℝ) : ℝ := ∫ x, H (μ + T * x) * window x
```

**(a)** Differentiate the Fermi function: show $f'(x)=-w(x)$.

The derivative of $1/u$ is $-u'/u^2$; put $u=e^x+1$.

```lean
/-- The thermal window is minus the derivative of the Fermi function. -/
theorem hasDerivAt_fermi (x : ℝ) : HasDerivAt fermi (-window x) x := by
  have h := ((Real.hasDerivAt_exp x).add_const 1).inv
    (ne_of_gt (by positivity : (0 : ℝ) < Real.exp x + 1))
  refine h.congr_deriv ?_
  unfold window
  ring
```

**(b)** For $T>0$, recover the energy integral:
$$A(T)=\int H(\varepsilon)\left(-\frac{\partial}{\partial\varepsilon}f\!\left(\frac{\varepsilon-\mu}{T}\right)\right)d\varepsilon.$$

By (a) the bracket is $w((\varepsilon-\mu)/T)/T$. Substitute $\varepsilon=\mu+Tx$, $d\varepsilon=T\,dx$. Lean gives a non-integrable function the integral zero, so $H$ needs no condition here, and below a nonzero integral proves integrability.

```lean
/-- At positive temperature the thermal average is the energy integral of `H` against
minus the energy derivative of the Fermi function. -/
theorem thermalAverage_eq_energy_integral (H : ℝ → ℝ) (μ : ℝ) {T : ℝ} (hT : 0 < T) :
    thermalAverage H μ T = ∫ ε, H ε * -deriv (fun e => fermi ((e - μ) / T)) ε := by
  let g : ℝ → ℝ := fun ε => H ε * (window ((ε - μ) / T) / T)
  have e : ∀ ε, H ε * -deriv (fun e => fermi ((e - μ) / T)) ε = g ε := by
    intro ε
    have hl : HasDerivAt (fun e => (e - μ) / T) (1 / T) ε :=
      ((hasDerivAt_id' ε).sub_const μ).div_const T
    have hd : HasDerivAt (fun e => fermi ((e - μ) / T))
        (-window ((ε - μ) / T) * (1 / T)) ε := by
      have hc := (hasDerivAt_fermi ((ε - μ) / T)).comp ε hl
      exact hc
    rw [hd.deriv]
    simp only [g]
    ring
  rw [integral_congr_ae (ae_of_all _ e)]
  -- shift the energy by `μ` and rescale it by `T`
  have h1 : ∫ y, g (μ + y) = ∫ y, g y := integral_add_left_eq_self g μ
  have h2 := Measure.integral_comp_mul_left (fun y => g (μ + y)) T
  have h3 : ∫ x, g (μ + T * x) = T⁻¹ * thermalAverage H μ T := by
    rw [thermalAverage, ← integral_const_mul]
    congr 1
    funext x
    change H (μ + T * x) * (window ((μ + T * x - μ) / T) / T) = _
    rw [add_sub_cancel_left, mul_div_cancel_left₀ _ hT.ne']
    ring
  have h4 : T⁻¹ * thermalAverage H μ T = T⁻¹ * ∫ y, g (μ + y) :=
    h3.symm.trans (h2.trans (by rw [abs_of_pos (inv_pos.2 hT), smul_eq_mul]))
  exact (mul_left_cancel₀ (inv_ne_zero hT.ne') h4).trans h1
```

**(c)** Show $w(-x)=w(x)$.

Multiply numerator and denominator of $e^{-x}/(e^{-x}+1)^2$ by $e^{2x}$.

```lean
/-- The thermal window is even about the chemical potential. -/
theorem window_neg (x : ℝ) : window (-x) = window x := by
  have h : Real.exp x * Real.exp (-x) = 1 := by rw [← Real.exp_add]; simp
  unfold window
  rw [div_eq_div_iff (by positivity) (by positivity)]
  linear_combination (Real.exp x - Real.exp (-x)) * h
```

**(d)** Show $\int w\,dx=1$.

By (a), $\int_0^\infty w\,dx=f(0)-f(\infty)=\tfrac12$; by (c), double it.

```lean
/-- The thermal window has unit weight. -/
theorem integral_window : ∫ x, window x = 1 := by
  have lim : Tendsto (fun x => -fermi x) atTop (𝓝 0) := by
    have h1 : Tendsto fermi atTop (𝓝 0) := tendsto_inv_atTop_zero.comp
      (tendsto_atTop_add_const_right _ 1 Real.tendsto_exp_atTop)
    simpa using h1.neg
  have h := integral_Ioi_of_hasDerivAt_of_nonneg' (a := 0) (g := fun x => -fermi x)
    (g' := window) (l := 0) (fun x _ => (hasDerivAt_fermi x).fun_neg.congr_deriv (neg_neg _))
    (fun x _ => by unfold window; positivity) lim
  have ha : ∀ x, window |x| = window x := fun x => by
    rcases abs_choice x with h | h <;> simp only [h, window_neg]
  have h2 := integral_comp_abs (f := window)
  simp only [ha] at h2
  rw [h2, h]
  norm_num [fermi]
```

**(e)** Show $\int x^2w\,dx=\pi^2/3$.

For $x>0$,
$$w(x)=\frac{e^{-x}}{(1+e^{-x})^2}=\sum_{n\ge1}(-1)^{n+1}n\,e^{-nx},\qquad \int_0^\infty x^2\,n\,e^{-nx}dx=\frac{2}{n^2}.$$
Since $\sum 2/n^2$ converges, termwise integration is allowed. Subtracting the even terms twice,
$$\sum_{n\ge1}\frac{(-1)^{n+1}}{n^2}=\frac{\pi^2}{6}-2\cdot\frac14\cdot\frac{\pi^2}{6}=\frac{\pi^2}{12}.$$
The half-line integral is $\pi^2/6$; double it. In Lean, `alt` is the alternating sum with opposite sign, and its $n=0$ term is zero.

```lean
/-- The second moment of the thermal window is `π² / 3`. -/
theorem integral_sq_mul_window : ∫ x, x ^ 2 * window x = Real.pi ^ 2 / 3 := by
  -- the alternating sum of inverse squares
  have alt : HasSum (fun n : ℕ => (-1 : ℝ) ^ n / (n : ℝ) ^ 2) (-(Real.pi ^ 2 / 12)) := by
    have h1 : HasSum (fun n : ℕ => ((-1 : ℝ) ^ n + 1) / (n : ℝ) ^ 2) (Real.pi ^ 2 / 12) := by
      have hinj : Function.Injective (fun k : ℕ => 2 * k) := fun a b h => by
        dsimp only at h; omega
      refine (hinj.hasSum_iff ?_).1 ?_
      · intro n hn
        rcases Nat.even_or_odd' n with ⟨k, rfl | rfl⟩
        · exact absurd ⟨k, rfl⟩ hn
        · have : (-1 : ℝ) ^ (2 * k + 1) = -1 := by rw [pow_succ, pow_mul]; norm_num
          rw [this]; norm_num
      · have h : HasSum (fun k : ℕ => (1 / 2 : ℝ) * (1 / (k : ℝ) ^ 2))
            (1 / 2 * (Real.pi ^ 2 / 6)) := hasSum_zeta_two.mul_left (1 / 2)
        rw [show 1 / 2 * (Real.pi ^ 2 / 6) = Real.pi ^ 2 / 12 by ring] at h
        refine h.congr_fun fun k => ?_
        have : (-1 : ℝ) ^ (2 * k) = 1 := by rw [pow_mul]; norm_num
        simp only [Function.comp_apply, this]
        push_cast; ring
    have h : HasSum (fun n : ℕ => ((-1 : ℝ) ^ n + 1) / (n : ℝ) ^ 2 - 1 / (n : ℝ) ^ 2)
        (Real.pi ^ 2 / 12 - Real.pi ^ 2 / 6) := h1.sub hasSum_zeta_two
    rw [show Real.pi ^ 2 / 12 - Real.pi ^ 2 / 6 = -(Real.pi ^ 2 / 12) by ring] at h
    refine h.congr_fun fun n => ?_
    ring
  have base : ∀ b : ℝ, 0 < b →
      ∫ x in Ioi (0 : ℝ), x ^ 2 * Real.exp (-(b * x)) = 2 / b ^ 3 := by
    intro b hb
    have h := Real.integral_rpow_mul_exp_neg_mul_Ioi (a := 3) (r := b) (by norm_num) hb
    have g : Real.Gamma 3 = 2 := by
      rw [show (3 : ℝ) = ((2 : ℕ) : ℝ) + 1 by norm_num, Real.Gamma_nat_eq_factorial]
      norm_num [Nat.factorial]
    have p : (1 / b) ^ (3 : ℝ) = (1 / b) ^ 3 := by exact_mod_cast Real.rpow_natCast (1 / b) 3
    rw [g, p] at h
    simp only [show (3 : ℝ) - 1 = ((2 : ℕ) : ℝ) by norm_num, Real.rpow_natCast] at h
    rw [h]; ring
  let G : ℕ → ℝ → ℝ := fun n x => n * (x ^ 2 * Real.exp (-(n * x)))
  have hG : ∀ n, ∫ x in Ioi (0 : ℝ), G n x = 2 * (1 / (n : ℝ) ^ 2) := by
    intro n
    simp only [G]
    rw [integral_const_mul]
    rcases Nat.eq_zero_or_pos n with rfl | hn
    · simp
    · have hn' : (0 : ℝ) < n := by exact_mod_cast hn
      rw [base n hn']
      field_simp
  have hI : ∀ n, Integrable (G n) (volume.restrict (Ioi 0)) := by
    intro n
    rcases Nat.eq_zero_or_pos n with rfl | hn
    · simp [G]
    · have hn' : (0 : ℝ) < n := by exact_mod_cast hn
      have hne : ∫ x in Ioi (0 : ℝ), G n x ≠ 0 := by rw [hG]; positivity
      exact not_imp_comm.1 integral_undef hne
  have hnorm : ∀ n x, ‖-(-1 : ℝ) ^ n * G n x‖ = G n x := by
    intro n x
    have : 0 ≤ G n x := by simp only [G]; positivity
    rw [Real.norm_eq_abs, abs_mul, abs_of_nonneg this]
    simp
  -- integrate the exponential series of the window term by term
  have hs := hasSum_integral_of_summable_integral_norm (μ := volume.restrict (Ioi (0 : ℝ)))
    (F := fun n x => -(-1 : ℝ) ^ n * G n x) (fun n => (hI n).const_mul _)
    (by simp only [hnorm, hG]; exact hasSum_zeta_two.summable.mul_left 2)
  have hpt : ∀ x ∈ Ioi (0 : ℝ), ∑' n, -(-1 : ℝ) ^ n * G n x = x ^ 2 * window x := by
    intro x hx
    have hr : ‖-Real.exp (-x)‖ < 1 := by
      rw [norm_neg, Real.norm_eq_abs, Real.abs_exp]
      exact Real.exp_lt_one_iff.2 (neg_lt_zero.2 hx)
    have h := (hasSum_coe_mul_geometric_of_norm_lt_one hr).mul_left (-x ^ 2)
    refine Eq.trans (tsum_congr fun n => ?_) (h.tsum_eq.trans ?_)
    · rw [neg_pow (Real.exp (-x)) n, ← Real.exp_nat_mul, mul_neg (n : ℝ) x]
      simp only [G]; ring
    · rw [← window_neg x]
      unfold window
      ring
  rw [setIntegral_congr_fun measurableSet_Ioi hpt] at hs
  simp only [integral_const_mul, hG] at hs
  have half : ∫ x in Ioi (0 : ℝ), x ^ 2 * window x = Real.pi ^ 2 / 6 := by
    refine hs.unique ?_
    have h : HasSum (fun n : ℕ => (-2 : ℝ) * ((-1 : ℝ) ^ n / (n : ℝ) ^ 2))
        (-2 * -(Real.pi ^ 2 / 12)) := alt.mul_left (-2)
    rw [show -2 * -(Real.pi ^ 2 / 12) = Real.pi ^ 2 / 6 by ring] at h
    refine h.congr_fun fun n => ?_
    ring
  have ha : ∀ x, window |x| = window x := fun x => by
    rcases abs_choice x with h | h <;> simp only [h, window_neg]
  have h2 := integral_comp_abs (f := fun x => x ^ 2 * window x)
  simp only [ha, sq_abs] at h2
  rw [h2, half]; ring
```

**(f)** Let $|K'(s)|\le C|s|$ whenever $|s|\le|t|$. Show $|K(t)-K(0)|\le Ct^2/2$.

For $0\le u\le1$, $|\frac{d}{du}K(ut)|\le Ct^2u$. Compare with $Ct^2u^2/2$, whose derivative is this bound, and set $u=1$.

```lean
/-- If the derivative `K'` of `K` satisfies `|K' s| ≤ C |s|` whenever `|s| ≤ |t|`, then `K t`
differs from `K 0` by at most `C t² / 2`. -/
theorem abs_sub_le_of_slope {K K' : ℝ → ℝ} (hK : ∀ s, HasDerivAt K (K' s) s) {C t : ℝ}
    (hb : ∀ s, |s| ≤ |t| → |K' s| ≤ C * |s|) : |K t - K 0| ≤ C * t ^ 2 / 2 := by
  have hf : ∀ s, HasDerivAt (fun s => K (s * t) - K 0) (K' (s * t) * t) s := by
    intro s
    have h1 : HasDerivAt (fun s => s * t) t s :=
      ((hasDerivAt_id' s).mul_const t).congr_deriv (one_mul t)
    exact ((hK (s * t)).comp s h1).sub_const (K 0)
  have hB : ∀ s, HasDerivAt (fun s => C * t ^ 2 / 2 * (s * s)) (C * t ^ 2 * s) s := fun s =>
    (((hasDerivAt_id' s).fun_mul (hasDerivAt_id' s)).const_mul _).congr_deriv (by ring)
  have key := image_norm_le_of_norm_deriv_right_le_deriv_boundary (a := 0) (b := 1)
    (fun s _ => (hf s).continuousAt.continuousWithinAt)
    (fun s _ => (hf s).hasDerivWithinAt) (by simp) hB (by
      intro s hs
      have h1 : |s * t| = s * |t| := by rw [abs_mul, abs_of_nonneg hs.1]
      have h2 := hb (s * t) (by
        rw [h1]; exact mul_le_of_le_one_left (abs_nonneg t) hs.2.le)
      rw [Real.norm_eq_abs, abs_mul]
      refine (mul_le_mul_of_nonneg_right h2 (abs_nonneg t)).trans (le_of_eq ?_)
      rw [h1, ← sq_abs t]; ring) (right_mem_Icc.2 zero_le_one)
  simpa only [one_mul, mul_one, Real.norm_eq_abs] using key
```

**(g)** Let $K'$ have derivative $k$ at $0$. Show
$$\frac{K(t)-K(0)-tK'(0)}{t^2}\to\frac{k}{2}\qquad(t\to0,\ t\ne0).$$

Let $R(s)=K(s)-sK'(0)-ks^2/2$. Given $\eta>0$, the definition of $k$ gives $|R'(s)|=|K'(s)-K'(0)-ks|\le\eta|s|$ near $0$. By (f), $|R(t)-R(0)|\le\eta t^2/2$; divide by $t^2$.

```lean
/-- The second-order Taylor coefficient of `K` at `0` is half its second derivative there. -/
theorem tendsto_taylor_two {K K' : ℝ → ℝ} {k : ℝ} (hK : ∀ s, HasDerivAt K (K' s) s)
    (hk : HasDerivAt K' k 0) :
    Tendsto (fun t => (K t - K 0 - t * K' 0) / t ^ 2) (𝓝[≠] 0) (𝓝 (k / 2)) := by
  rw [Metric.tendsto_nhdsWithin_nhds]
  intro ε hε
  obtain ⟨δ, hδ, h⟩ := Metric.eventually_nhds_iff.1 ((hasDerivAt_iff_isLittleO.1 hk).def hε)
  refine ⟨δ, hδ, fun {t} ht htδ => ?_⟩
  have ht0 : t ≠ 0 := ht
  have r := abs_sub_le_of_slope (K := fun s => K s - s * K' 0 - k / 2 * (s * s))
    (K' := fun s => K' s - K' 0 - s * k) (C := ε) (t := t)
    (fun s => (((hK s).fun_sub ((hasDerivAt_id' s).mul_const (K' 0))).fun_sub
      (((hasDerivAt_id' s).fun_mul (hasDerivAt_id' s)).const_mul (k / 2))).congr_deriv (by ring))
    (fun s hs => by
      have hd : dist s 0 < δ := by
        rw [Real.dist_eq, sub_zero] at htδ ⊢
        exact hs.trans_lt htδ
      simpa only [sub_zero, smul_eq_mul, Real.norm_eq_abs] using h hd)
  have e : (K t - K 0 - t * K' 0) / t ^ 2 - k / 2 = ((K t - t * K' 0 - k / 2 * (t * t))
      - (K 0 - 0 * K' 0 - k / 2 * (0 * 0))) / t ^ 2 := by
    field_simp
    ring
  have hp : 0 < t ^ 2 := by positivity
  rw [Real.dist_eq, e, abs_div, abs_of_pos hp, div_lt_iff₀ hp]
  have := mul_pos hε hp
  exact r.trans_lt (by linarith)
```

**(h)** Let $|H''|\le C$ everywhere and $r_T(x)=H(\mu+Tx)-H(\mu)-TxH'(\mu)$. Show
$$|r_Tw|\le\tfrac12CT^2x^2w,\qquad A(T)-H(\mu)=\int r_Tw\,dx.$$

The mean value inequality gives $|H'(\mu+s)-H'(\mu)|\le C|s|$. Apply (f) to $H(\mu+s)-sH'(\mu)$ at $s=Tx$ for the bound. Then
$$A(T)=\int r_Tw\,dx+H(\mu)\int w\,dx+TH'(\mu)\int xw\,dx.$$
The last integral converges because $|x|\le1+x^2$, and vanishes by (c); use (d) for the middle one.

In Lean, `H'` and `H''` are functions tied to `H` by `hH` and `hH'`; `hC` is the curvature bound. It limits how sharply $H$ may bend, and excludes $\varepsilon^{3/2}$ at a free-electron band edge.

```lean
variable {H H' H'' : ℝ → ℝ} {C : ℝ}

/-- The thermal shift of `H` is the window average of its first-order Taylor remainder,
whose integrand is bounded by `C T² / 2` times `x²` times the window. -/
theorem thermalAverage_sub (hH : ∀ x, HasDerivAt H (H' x) x)
    (hH' : ∀ x, HasDerivAt H' (H'' x) x) (hC : ∀ x, |H'' x| ≤ C) (μ T : ℝ) :
    (∀ x, ‖(H (μ + T * x) - H μ - T * x * H' μ) * window x‖
      ≤ C * T ^ 2 / 2 * (x ^ 2 * window x)) ∧
    thermalAverage H μ T - H μ = ∫ x, (H (μ + T * x) - H μ - T * x * H' μ) * window x := by
  have hpos : ∀ x, 0 ≤ window x := fun x => by unfold window; positivity
  have hb : ∀ x, ‖(H (μ + T * x) - H μ - T * x * H' μ) * window x‖
      ≤ C * T ^ 2 / 2 * (x ^ 2 * window x) := by
    intro x
    have r := abs_sub_le_of_slope (K := fun s => H (μ + s) - s * H' μ)
      (K' := fun s => H' (μ + s) - H' μ) (C := C) (t := T * x)
      (fun s => (((hH (μ + s)).comp_const_add μ s).fun_sub
        ((hasDerivAt_id' s).mul_const (H' μ))).congr_deriv (by ring))
      (fun s _ => by
        have := convex_univ.norm_image_sub_le_of_norm_hasDerivWithin_le
          (fun y _ => (hH' y).hasDerivWithinAt) (fun y _ => hC y) (mem_univ μ) (mem_univ (μ + s))
        simpa only [add_sub_cancel_left, Real.norm_eq_abs] using this)
    have e : H (μ + T * x) - H μ - T * x * H' μ
        = (H (μ + T * x) - T * x * H' μ) - (H (μ + 0) - 0 * H' μ) := by rw [add_zero]; ring
    rw [Real.norm_eq_abs, abs_mul, abs_of_nonneg (hpos x), e]
    exact (mul_le_mul_of_nonneg_right r (hpos x)).trans (le_of_eq (by ring))
  refine ⟨hb, ?_⟩
  have hm : Measurable window := by unfold window; fun_prop
  have hHm : Measurable H :=
    (continuous_iff_continuousAt.2 fun x => (hH x).continuousAt).measurable
  have n0 : ∫ x, window x ≠ 0 := by rw [integral_window]; norm_num
  have n2 : ∫ x, x ^ 2 * window x ≠ 0 := by rw [integral_sq_mul_window]; positivity
  have i0 : Integrable window := not_imp_comm.1 integral_undef n0
  have i2 : Integrable (fun x => x ^ 2 * window x) := not_imp_comm.1 integral_undef n2
  have i02 : Integrable (fun x => window x + x ^ 2 * window x) := i0.add i2
  have i1 : Integrable (fun x => x * window x) := by
    refine i02.mono' (by fun_prop) (ae_of_all _ fun x => ?_)
    rw [Real.norm_eq_abs, abs_mul, abs_of_nonneg (hpos x)]
    have : |x| ≤ 1 + x ^ 2 := by nlinarith [sq_abs x, sq_nonneg (|x| - 1)]
    nlinarith [mul_le_mul_of_nonneg_right this (hpos x)]
  -- the first moment vanishes by parity
  have m1 : ∫ x, x * window x = 0 := by
    have h := integral_neg_eq_self (fun x => x * window x) volume
    simp only [window_neg, neg_mul, integral_neg] at h
    linarith
  have iR : Integrable (fun x => (H (μ + T * x) - H μ - T * x * H' μ) * window x) :=
    (i2.const_mul (C * T ^ 2 / 2)).mono' (by fun_prop) (ae_of_all _ hb)
  have j0 : Integrable (fun x => H μ * window x) := i0.const_mul _
  have j1 : Integrable (fun x => T * H' μ * (x * window x)) := i1.const_mul _
  have j01 : Integrable (fun x => H μ * window x + T * H' μ * (x * window x)) := j0.add j1
  have e : (fun x => H (μ + T * x) * window x) = fun x =>
      (H (μ + T * x) - H μ - T * x * H' μ) * window x
        + (H μ * window x + T * H' μ * (x * window x)) := by funext x; ring
  rw [thermalAverage, e, integral_add iR j01, integral_add j0 j1, integral_const_mul,
    integral_const_mul, integral_window, m1]
  ring
```

**(i)** Bound the shift at every temperature: $|A(T)-H(\mu)|\le C\pi^2T^2/6$.

Integrate the bound in (h) using (e). For $H=\varepsilon^2$, $\mu=1$, $T=0.1$, we have $C=2$ and the bound is $0.0329$. The opening formula gives $A=1+0.01\,\pi^2/3\approx1.0329$, so the bound is attained.

```lean
/-- At every temperature the thermal shift of `H` is at most `C π² T² / 6`, where `C` bounds
the second derivative of `H`. -/
theorem abs_thermalAverage_sub_le (hH : ∀ x, HasDerivAt H (H' x) x)
    (hH' : ∀ x, HasDerivAt H' (H'' x) x) (hC : ∀ x, |H'' x| ≤ C) (μ T : ℝ) :
    |thermalAverage H μ T - H μ| ≤ C * Real.pi ^ 2 / 6 * T ^ 2 := by
  obtain ⟨hb, he⟩ := thermalAverage_sub hH hH' hC μ T
  have n2 : ∫ x, x ^ 2 * window x ≠ 0 := by rw [integral_sq_mul_window]; positivity
  have i2 : Integrable (fun x => x ^ 2 * window x) := not_imp_comm.1 integral_undef n2
  have h := norm_integral_le_of_norm_le (i2.const_mul (C * T ^ 2 / 2)) (ae_of_all _ hb)
  rw [integral_const_mul, integral_sq_mul_window, ← he, Real.norm_eq_abs] at h
  exact h.trans (le_of_eq (by ring))
```

**(j)** Find the $T^2$ coefficient: show
$$\frac{A(T)-H(\mu)}{T^2}\to\frac{\pi^2}{6}H''(\mu)\qquad(T\to0,\ T\ne0).$$

For fixed $x$, $T\mapsto H(\mu+Tx)$ has second derivative $x^2H''(\mu)$ at $T=0$, so (g) gives $r_Tw/T^2\to\tfrac12H''(\mu)x^2w$. By (h), $\tfrac12Cx^2w$ dominates, and it is integrable. Dominated convergence and (e) give $\tfrac12H''(\mu)\cdot\pi^2/3$.

Continuity of $H''$ is not needed. The limit `𝓝[≠] 0` is two-sided and contains the physical case $T\to0^+$. Higher orders in $T$ are not treated. The Sommerfeld expansion is usually stated for $\int h(\varepsilon)\,f((\varepsilon-\mu)/T)\,d\varepsilon$ with $T>0$. If $H'=h$, $H$ satisfies the hypotheses of (h), and $H\to0$ as $\varepsilon\to-\infty$, integration by parts (not formalized here) turns that integral into $A(T)$. For non-interacting electrons at fixed $\mu$, the result then gives the $T^2$ term of the integral; this term vanishes when $h'(\mu)=0$. The free-electron density of states in three dimensions, proportional to $\sqrt\varepsilon$ for $\varepsilon>0$ and zero below, is not covered by the theorem, because its slope is unbounded at the band edge. For $\mu>0$ its $T^2$ term has the same form: if $h(\varepsilon)=\sqrt\varepsilon$ for $\varepsilon>0$ and zero below, then $|h(\mu+s)-h(\mu)|\le|s|/\sqrt\mu$ for every $s$, and this can replace the mean value inequality in (h) (not formalized here).

```lean
/-- The `T²` term of the **Sommerfeld expansion**, stated for the average of `H` over the thermal
window: for `H` twice differentiable with bounded second derivative, the thermal shift of `H`
divided by `T²` tends to `(π² / 6) H''(μ)` as `T → 0`. -/
theorem sommerfeld_expansion (hH : ∀ x, HasDerivAt H (H' x) x)
    (hH' : ∀ x, HasDerivAt H' (H'' x) x) (hC : ∀ x, |H'' x| ≤ C) (μ : ℝ) :
    Tendsto (fun T => (thermalAverage H μ T - H μ) / T ^ 2) (𝓝[≠] 0)
      (𝓝 (Real.pi ^ 2 / 6 * H'' μ)) := by
  have hm : Measurable window := by unfold window; fun_prop
  have hHm : Measurable H :=
    (continuous_iff_continuousAt.2 fun x => (hH x).continuousAt).measurable
  have n2 : ∫ x, x ^ 2 * window x ≠ 0 := by rw [integral_sq_mul_window]; positivity
  have i2 : Integrable (fun x => x ^ 2 * window x) := not_imp_comm.1 integral_undef n2
  -- pointwise limit of the rescaled Taylor remainder
  have lim : ∀ x, Tendsto (fun T => (H (μ + T * x) - H μ - T * x * H' μ) * window x / T ^ 2)
      (𝓝[≠] 0) (𝓝 (H'' μ / 2 * (x ^ 2 * window x))) := by
    intro x
    have hl : ∀ t, HasDerivAt (fun t => μ + t * x) x t := fun t =>
      (((hasDerivAt_id' t).mul_const x).const_add μ).congr_deriv (one_mul x)
    have d0 : ∀ t, HasDerivAt (fun t => H (μ + t * x)) (H' (μ + t * x) * x) t :=
      fun t => (hH (μ + t * x)).comp t (hl t)
    have d1 : HasDerivAt (fun t => H' (μ + t * x) * x) (H'' (μ + 0 * x) * x * x) 0 :=
      ((hH' (μ + 0 * x)).comp (0 : ℝ) (hl 0)).mul_const x
    have p := tendsto_taylor_two d0 d1
    simp only [zero_mul, add_zero] at p
    rw [show H'' μ / 2 * (x ^ 2 * window x) = H'' μ * x * x / 2 * window x by ring]
    exact (p.mul_const (window x)).congr fun T => by ring
  have bound : ∀ᶠ T in 𝓝[≠] (0 : ℝ), ∀ᵐ x : ℝ,
      ‖(H (μ + T * x) - H μ - T * x * H' μ) * window x / T ^ 2‖
        ≤ C / 2 * (x ^ 2 * window x) := by
    filter_upwards [self_mem_nhdsWithin] with T hT
    have hT0 : T ≠ 0 := hT
    have hp : 0 < T ^ 2 := by positivity
    refine ae_of_all _ fun x => ?_
    rw [norm_div, Real.norm_of_nonneg hp.le, div_le_iff₀ hp]
    exact ((thermalAverage_sub hH hH' hC μ T).1 x).trans (le_of_eq (by ring))
  have key := tendsto_integral_filter_of_dominated_convergence _
    (Eventually.of_forall fun T => by fun_prop) bound (i2.const_mul (C / 2)) (ae_of_all _ lim)
  rw [integral_const_mul, integral_sq_mul_window] at key
  rw [show Real.pi ^ 2 / 6 * H'' μ = H'' μ / 2 * (Real.pi ^ 2 / 3) by ring]
  refine key.congr fun T => ?_
  rw [(thermalAverage_sub hH hH' hC μ T).2, integral_div]

end

end SommerfeldExpansion
```

```lean
#print axioms SommerfeldExpansion.thermalAverage_eq_energy_integral
#print axioms SommerfeldExpansion.abs_thermalAverage_sub_le
#print axioms SommerfeldExpansion.sommerfeld_expansion
```

```
'SommerfeldExpansion.thermalAverage_eq_energy_integral' depends on axioms: [propext, Classical.choice, Quot.sound]
'SommerfeldExpansion.abs_thermalAverage_sub_le' depends on axioms: [propext, Classical.choice, Quot.sound]
'SommerfeldExpansion.sommerfeld_expansion' depends on axioms: [propext, Classical.choice, Quot.sound]
```
